# C2-DIIS minimisers are lowest eigenvectors of the error Gram matrix, and their minimum bounds the sum-one minimum

DIIS (direct inversion in the iterative subspace) combines stored iterates with coefficients $c_i$, chosen to make the same combination of their error vectors, the extrapolated error, small. Take two orthogonal error vectors with squared lengths 1 and 4. With coefficients on the unit circle, the squared extrapolated error is $c_1^2+4c_2^2$. Its minimum is $\mu=1$, at $c=(\pm1,0)$, an eigenvector of $B=\mathrm{diag}(1,4)$ with eigenvalue 1. If the coefficients must sum to one instead, the minimum is $\lambda=4/5$, at $(4/5,1/5)$. Here $\mu/2\le\lambda\le\mu$.

For $n$ real errors, call a minimiser of the squared extrapolated error under $\sum_i c_i^2=1$ a C2-DIIS minimiser. I expect it to satisfy $Bc=\mu c$ with $\mu$ the lowest eigenvalue, and the two minima to obey $\mu/n\le\lambda$ and $\lambda(\sum_i c_i)^2\le\mu$. Can this be made rigorous and machine-checked, including for linearly dependent errors?

## Rescaling the coefficients gives the eigenvalue equation and both bounds

Yes, and linear independence is not needed. Write $r(c)=\sum_i c_ie_i$ and $B_{ij}=\langle e_i,e_j\rangle$, so that $(Bc)_i=\langle e_i,r(c)\rangle$. Let $c$ minimise $\|r\|^2$ under $\sum_i c_i^2=1$, with minimum $\mu$. Any $d\ne0$ can be rescaled to unit length, and $\|r\|^2$ scales quadratically, so

$$\mu\sum_i d_i^2\le\|r(d)\|^2 .$$

This also holds for $d=0$. Now change the single coefficient $c_i$ to $c_i+t$:

$$\mu(1+2tc_i+t^2)\le\mu+2t\langle e_i,r(c)\rangle+t^2\|e_i\|^2 .$$

Hence, for every real $t$,

$$0\le(\|e_i\|^2-\mu)t^2+2\big(\langle e_i,r(c)\rangle-\mu c_i\big)t .$$

Dividing by small $t$ of either sign shows that the linear coefficient vanishes, which is $(Bc)_i=\mu c_i$.

If $Bd=\nu d$ with $d\neq0$, then $\|r(d)\|^2=\sum_i d_i(Bd)_i=\nu\sum_i d_i^2$, and the rescaling inequality gives $\mu\le\nu$. Conversely, let $c$ be a normalised eigenvector with lowest eigenvalue $\mu$, so that $\|r(c)\|^2=\mu$. By compactness of the unit sphere some minimiser $m$ exists. Its minimum is an eigenvalue, so $\mu\le\|r(m)\|^2$, and $c$ is a minimiser too.

Let $a$ minimise $\|r\|^2$ under $\sum_i a_i=1$, with minimum $\lambda$. Cauchy–Schwarz gives $1=(\sum_i a_i)^2\le n\sum_i a_i^2$, so $\mu\le n\mu\sum_i a_i^2\le n\lambda$. For the other bound put $s=\sum_i c_i$. If $s=0$, it reads $0\le\mu$. Otherwise $c/s$ has unit sum and squared error $\mu/s^2$, so $\lambda\le\mu/s^2$.

For orthonormal errors $\|r(d)\|^2=\sum_i d_i^2$. Then $\mu=1$, while equal weights give $\lambda=1/n$, so the lower bound is attained.

## What the Lean statements say about DIIS

The finite type `ι` labels the stored errors, and `E` is a real inner product space of any dimension. `residual e c` is $r(c)$ and `gramB e` is $B$. `IsC2Minimiser` and `IsSumOneMinimiser` each combine a constraint with global minimality under it.

`minimiser_iff_lowest_eigenvector` characterises the C2-DIIS solutions, and `minimum_bounds` compares the two minima. Existence is proved for the C2 problem with at least one error; `minimum_bounds` takes the sum-one minimiser as a hypothesis.

If $s\ne0$, then $\mu/s^2$ is the squared extrapolated error after $c$ is rescaled to unit sum; for a fixed finite set of real errors in exact arithmetic, it is never below $\lambda$. If $s=0$, no such rescaling exists. Self-consistent-field programs may rescale several eigenvectors of $B$ and choose among them; that selection is not modelled here. Even with coefficients of unit sum, the extrapolated error in a nonlinear iteration need not equal the actual error of the extrapolated iterate, and convergence is not addressed.

```lean
import Mathlib

open Matrix

namespace C2DIIS

noncomputable section

variable {ι E : Type*} [Fintype ι] [NormedAddCommGroup E] [InnerProductSpace ℝ E]

/-- The extrapolated error `∑ c_i e_i` for mixing coefficients `c`. -/
def residual (e : ι → E) (c : ι → ℝ) : E := ∑ i, c i • e i

/-- The DIIS matrix `B` of inner products of the error vectors. -/
def gramB (e : ι → E) : Matrix ι ι ℝ := Matrix.of fun i j => inner ℝ (e i) (e j)

/-- `c` minimises the squared extrapolated error among coefficients with `∑ c_i² = 1`. -/
def IsC2Minimiser (e : ι → E) (c : ι → ℝ) : Prop :=
  ∑ i, c i ^ 2 = 1 ∧ ∀ d : ι → ℝ, ∑ i, d i ^ 2 = 1 → ‖residual e c‖ ^ 2 ≤ ‖residual e d‖ ^ 2

/-- `a` minimises the squared extrapolated error among coefficients with `∑ a_i = 1`. -/
def IsSumOneMinimiser (e : ι → E) (a : ι → ℝ) : Prop :=
  ∑ i, a i = 1 ∧ ∀ d : ι → ℝ, ∑ i, d i = 1 → ‖residual e a‖ ^ 2 ≤ ‖residual e d‖ ^ 2

/-- Scaling all coefficients by `t` scales the squared extrapolated error by `t²`. -/
theorem residual_scale (e : ι → E) (c : ι → ℝ) (t : ℝ) :
    ‖residual e (fun i => t * c i)‖ ^ 2 = t ^ 2 * ‖residual e c‖ ^ 2 := by
  have h : residual e (fun i => t * c i) = t • residual e c := by
    simp only [residual, Finset.smul_sum, mul_smul]
  rw [h, norm_smul, mul_pow, Real.norm_eq_abs, sq_abs]

/-- Each component of `B c` is the inner product of one error with the extrapolated error. -/
theorem gramB_mulVec (e : ι → E) (c : ι → ℝ) (i : ι) :
    (gramB e *ᵥ c) i = inner ℝ (e i) (residual e c) := by
  simp [gramB, residual, Matrix.mulVec, dotProduct, inner_sum, real_inner_smul_right, mul_comm]

/-- If `B d = ν d`, the squared extrapolated error of `d` is `ν ∑ d_i²`. -/
theorem norm_sq_of_eigen (e : ι → E) (d : ι → ℝ) (ν : ℝ) (h : gramB e *ᵥ d = ν • d) :
    ‖residual e d‖ ^ 2 = ν * ∑ i, d i ^ 2 := by
  have key : ∀ v : E, inner ℝ (residual e d) v = ∑ i, d i * inner ℝ (e i) v := by
    intro v
    simp only [residual, sum_inner, real_inner_smul_left]
  rw [← real_inner_self_eq_norm_sq, key, Finset.mul_sum]
  refine Finset.sum_congr rfl fun i _ => ?_
  rw [← gramB_mulVec, h, Pi.smul_apply, smul_eq_mul]
  ring

/-- The C2-DIIS minimum `μ` bounds the squared error of any coefficients: `μ ∑ d_i² ≤ ‖r(d)‖²`. -/
theorem rayleigh_bound {e : ι → E} {c : ι → ℝ} (hc : IsC2Minimiser e c) (d : ι → ℝ) :
    ‖residual e c‖ ^ 2 * ∑ i, d i ^ 2 ≤ ‖residual e d‖ ^ 2 := by
  have h0 : 0 ≤ ∑ i, d i ^ 2 := Finset.sum_nonneg fun i _ => sq_nonneg (d i)
  rcases h0.eq_or_lt with hs | hs
  · rw [← hs, mul_zero]
    positivity
  · -- rescale the trial vector to unit length
    have hr : ((√(∑ i, d i ^ 2))⁻¹) ^ 2 * ∑ i, d i ^ 2 = 1 := by
      rw [inv_pow, Real.sq_sqrt hs.le, inv_mul_cancel₀ hs.ne']
    have h := hc.2 (fun i => (√(∑ i, d i ^ 2))⁻¹ * d i) (by
      simp only [mul_pow]
      rw [← Finset.mul_sum]
      exact hr)
    rw [residual_scale] at h
    have h2 := mul_le_mul_of_nonneg_right h h0
    refine h2.trans (le_of_eq ?_)
    linear_combination ‖residual e d‖ ^ 2 * hr

/-- A C2-DIIS minimiser satisfies `B c = μ c`, where `μ` is the minimum. -/
theorem eigen_of_minimiser {e : ι → E} {c : ι → ℝ} (hc : IsC2Minimiser e c) :
    gramB e *ᵥ c = (‖residual e c‖ ^ 2) • c := by
  classical
  funext i
  rw [gramB_mulVec, Pi.smul_apply, smul_eq_mul]
  -- vary the single coefficient `c i` by `t`
  have key : ∀ t : ℝ, ‖residual e c‖ ^ 2 * (1 + (2 * t * c i + t ^ 2)) ≤
      ‖residual e c‖ ^ 2 + 2 * (t * inner ℝ (e i) (residual e c)) + t ^ 2 * ‖e i‖ ^ 2 := by
    intro t
    have h := rayleigh_bound hc (fun j => c j + if j = i then t else 0)
    have h1 : residual e (fun j => c j + if j = i then t else 0) = residual e c + t • e i := by
      simp [residual, add_smul, Finset.sum_add_distrib, ite_smul]
    have h2 : ∑ j, (c j + if j = i then t else 0) ^ 2 = 1 + (2 * t * c i + t ^ 2) := by
      have h3 : ∀ j, (c j + if j = i then t else 0) ^ 2 =
          c j ^ 2 + if j = i then 2 * t * c j + t ^ 2 else 0 := by
        intro j
        split_ifs <;> ring
      rw [Finset.sum_congr rfl fun j _ => h3 j, Finset.sum_add_distrib, hc.1]
      simp
    rw [h1, h2, norm_add_sq_real, real_inner_smul_right, norm_smul, mul_pow,
      Real.norm_eq_abs, sq_abs, real_inner_comm] at h
    exact h
  -- a nonnegative quadratic without constant term has no linear term
  have hd := discrim_le_zero (a := ‖e i‖ ^ 2 - ‖residual e c‖ ^ 2)
    (b := 2 * (inner ℝ (e i) (residual e c) - ‖residual e c‖ ^ 2 * c i)) (c := 0)
    (fun t => by linarith [key t])
  unfold discrim at hd
  have hz : (inner ℝ (e i) (residual e c) - ‖residual e c‖ ^ 2 * c i) ^ 2 = 0 :=
    le_antisymm (by linarith) (sq_nonneg _)
  exact sub_eq_zero.mp (pow_eq_zero_iff two_ne_zero |>.mp hz)

/-- For a nonempty family of errors a C2-DIIS minimiser exists. -/
theorem exists_minimiser [Nonempty ι] (e : ι → E) : ∃ c, IsC2Minimiser e c := by
  classical
  have hclosed : IsClosed {c : ι → ℝ | ∑ i, c i ^ 2 = 1} :=
    isClosed_eq (by fun_prop) continuous_const
  have hcompact : IsCompact {c : ι → ℝ | ∑ i, c i ^ 2 = 1} := by
    refine (isCompact_Icc (a := fun _ : ι => (-1 : ℝ)) (b := fun _ => 1)).of_isClosed_subset
      hclosed ?_
    intro c hc
    have hc' : ∑ i, c i ^ 2 = 1 := hc
    have hi : ∀ i, c i ^ 2 ≤ 1 := fun i => hc' ▸
      Finset.single_le_sum (f := fun j => c j ^ 2) (fun j _ => sq_nonneg (c j))
        (Finset.mem_univ i)
    exact ⟨fun i => by nlinarith [hi i], fun i => by nlinarith [hi i]⟩
  have hne : {c : ι → ℝ | ∑ i, c i ^ 2 = 1}.Nonempty :=
    ⟨fun j => if j = Classical.arbitrary ι then 1 else 0, by simp [ite_pow]⟩
  have hcont : Continuous fun c : ι → ℝ => ‖residual e c‖ ^ 2 := by
    unfold residual
    fun_prop
  obtain ⟨c, hc, hmin⟩ := hcompact.exists_isMinOn hne hcont.continuousOn
  exact ⟨c, hc, fun d hd => hmin hd⟩

/-- Coefficients `c` solve the C2-DIIS problem with minimum `μ` exactly when they are a normalised
eigenvector of `B` whose eigenvalue `μ` is the lowest one. -/
theorem minimiser_iff_lowest_eigenvector (e : ι → E) (c : ι → ℝ) (μ : ℝ) :
    (IsC2Minimiser e c ∧ ‖residual e c‖ ^ 2 = μ) ↔
      (∑ i, c i ^ 2 = 1 ∧ gramB e *ᵥ c = μ • c ∧
        ∀ (ν : ℝ) (d : ι → ℝ), d ≠ 0 → gramB e *ᵥ d = ν • d → μ ≤ ν) := by
  constructor
  · rintro ⟨hc, rfl⟩
    refine ⟨hc.1, eigen_of_minimiser hc, fun ν d hd hν => ?_⟩
    obtain ⟨i, hi⟩ := Function.ne_iff.mp hd
    have hi' : d i ≠ 0 := hi
    have hpos : 0 < ∑ i, d i ^ 2 :=
      Finset.sum_pos' (fun j _ => sq_nonneg (d j)) ⟨i, Finset.mem_univ i, by positivity⟩
    have h := rayleigh_bound hc d
    rw [norm_sq_of_eigen e d ν hν] at h
    exact le_of_mul_le_mul_right h hpos
  · rintro ⟨h1, hμ, hlow⟩
    have hval : ‖residual e c‖ ^ 2 = μ := by rw [norm_sq_of_eigen e c μ hμ, h1, mul_one]
    refine ⟨⟨h1, fun d hd => ?_⟩, hval⟩
    rcases isEmpty_or_nonempty ι with hι | hι
    · simp at h1
    · -- compare with a minimiser, which is itself an eigenvector
      obtain ⟨m, hm⟩ := exists_minimiser e
      have hm0 : m ≠ 0 := by
        rintro rfl
        simpa using hm.1
      rw [hval]
      exact (hlow _ m hm0 (eigen_of_minimiser hm)).trans (hm.2 d hd)

/-- The C2-DIIS minimum `μ` and the sum-one DIIS minimum `λ` of `n` errors obey
`μ / n ≤ λ` and `λ (∑ c_i)² ≤ μ`. -/
theorem minimum_bounds {e : ι → E} {c a : ι → ℝ}
    (hc : IsC2Minimiser e c) (ha : IsSumOneMinimiser e a) :
    ‖residual e c‖ ^ 2 / Fintype.card ι ≤ ‖residual e a‖ ^ 2 ∧
      ‖residual e a‖ ^ 2 * (∑ i, c i) ^ 2 ≤ ‖residual e c‖ ^ 2 := by
  constructor
  · have hι : Nonempty ι := by
      by_contra h
      rw [not_nonempty_iff] at h
      simpa using ha.1
    have hn : (0 : ℝ) < Fintype.card ι := by exact_mod_cast Fintype.card_pos
    -- Cauchy-Schwarz: `1 ≤ n ∑ a_i²`
    have hcs := sq_sum_le_card_mul_sum_sq (s := Finset.univ) (f := a)
    rw [ha.1, Finset.card_univ, one_pow] at hcs
    rw [div_le_iff₀ hn]
    have h1 := mul_le_mul_of_nonneg_left hcs (sq_nonneg ‖residual e c‖)
    have h2 := mul_le_mul_of_nonneg_right (rayleigh_bound hc a) hn.le
    linarith
  · by_cases hs : ∑ i, c i = 0
    · rw [hs]
      simp
    · -- rescale `c` to unit sum
      have h := ha.2 (fun i => (∑ i, c i)⁻¹ * c i) (by
        rw [← Finset.mul_sum]
        exact inv_mul_cancel₀ hs)
      rw [residual_scale] at h
      have h2 := mul_le_mul_of_nonneg_right h (sq_nonneg (∑ i, c i))
      refine h2.trans (le_of_eq ?_)
      have h3 : ((∑ i, c i)⁻¹) ^ 2 * (∑ i, c i) ^ 2 = 1 := by
        rw [← mul_pow, inv_mul_cancel₀ hs, one_pow]
      linear_combination ‖residual e c‖ ^ 2 * h3

/-- For `n` orthonormal errors every normalised `c` is a C2-DIIS minimiser with minimum `1`, and
equal weights `1/n` solve the sum-one problem with minimum `1/n`. -/
theorem orthonormal_sharp [Nonempty ι] {e : ι → E} (he : Orthonormal ℝ e) :
    (∀ c : ι → ℝ, ∑ i, c i ^ 2 = 1 → IsC2Minimiser e c ∧ ‖residual e c‖ ^ 2 = 1) ∧
      IsSumOneMinimiser e (fun _ => 1 / (Fintype.card ι : ℝ)) ∧
      ‖residual e (fun _ => 1 / (Fintype.card ι : ℝ))‖ ^ 2 = 1 / Fintype.card ι := by
  classical
  have hn : (0 : ℝ) < Fintype.card ι := by exact_mod_cast Fintype.card_pos
  -- the Gram matrix is the identity
  have hB : gramB e = 1 := by
    ext i j
    simp only [gramB, Matrix.of_apply, Matrix.one_apply]
    exact orthonormal_iff_ite.mp he i j
  have hnorm : ∀ d : ι → ℝ, ‖residual e d‖ ^ 2 = ∑ i, d i ^ 2 := by
    intro d
    rw [norm_sq_of_eigen e d 1 (by rw [hB, Matrix.one_mulVec, one_smul]), one_mul]
  have hval : ‖residual e (fun _ => 1 / (Fintype.card ι : ℝ))‖ ^ 2 = 1 / Fintype.card ι := by
    rw [hnorm, Finset.sum_const, Finset.card_univ, nsmul_eq_mul]
    field_simp
  refine ⟨fun c hc => ⟨⟨hc, fun d hd => ?_⟩, by rw [hnorm, hc]⟩, ⟨?_, fun d hd => ?_⟩, hval⟩
  · rw [hnorm, hnorm, hc, hd]
  · rw [Finset.sum_const, Finset.card_univ, nsmul_eq_mul]
    exact mul_one_div_cancel hn.ne'
  · have hcs := sq_sum_le_card_mul_sum_sq (s := Finset.univ) (f := d)
    rw [hd, Finset.card_univ, one_pow] at hcs
    rw [hval, hnorm, div_le_iff₀ hn]
    linarith

end

end C2DIIS
```

```lean
#print axioms C2DIIS.minimiser_iff_lowest_eigenvector
#print axioms C2DIIS.minimum_bounds
#print axioms C2DIIS.orthonormal_sharp
```

```
'C2DIIS.minimiser_iff_lowest_eigenvector' depends on axioms: [propext, Classical.choice, Quot.sound]
'C2DIIS.minimum_bounds' depends on axioms: [propext, Classical.choice, Quot.sound]
'C2DIIS.orthonormal_sharp' depends on axioms: [propext, Classical.choice, Quot.sound]
```

## How the proof runs, and the discriminant at its centre

`residual_scale` and `rayleigh_bound` carry out the rescaling, with the zero vector as a separate case. `gramB_mulVec` and `norm_sq_of_eigen` translate between $B$ and $r$. `exists_minimiser` places the unit sphere as a closed set inside the box $[-1,1]^n$ and minimises a continuous function there. `minimum_bounds` uses `sq_sum_le_card_mul_sum_sq` for Cauchy–Schwarz, and `orthonormal_sharp` starts from $B=1$.

The eigenvalue equation turns on `discrim_le_zero` in `eigen_of_minimiser`. This Mathlib lemma says that if $\alpha t^2+\beta t+\gamma\ge0$ for all real $t$, then $\beta^2-4\alpha\gamma\le0$. Here $\gamma=0$, so $\beta^2\le0$ and $\beta=0$. The lemma does not require $\alpha\ne0$, which matters because $\alpha=\|e_i\|^2-\mu$ vanishes for orthonormal errors.
